# Two sites with a real determinantal kernel and nonnegative weights: the occupation covariance is at most 1/4

Two sites, each empty or occupied, have configuration weights built by inclusion-exclusion from the determinant and diagonal entries of a real 2×2 kernel `K`, which need not be symmetric. The theorem `covariance_le_quarter` states that if all four weights are nonnegative, the covariance of the two occupations is at most 1/4. The weights sum to 1 for any such kernel, so no separate normalisation is assumed. The attempt writes the covariance as the product of the weights for both sites occupied and both empty, minus the product of the two weights for single occupation. It then drops the subtracted product, which is nonnegative, and bounds the other using the fact that its two factors sum to at most 1.

The first attempt, which Lean rejects:

```lean
import Mathlib

open Matrix

namespace NonHermitianAttraction

noncomputable section

/-- Inclusion-exclusion weight of a two-site configuration for the kernel `K`;
`true` means that the site is occupied. -/
def weight {R : Type*} [CommRing R] (K : Matrix (Fin 2) (Fin 2) R) : Bool → Bool → R
  | true, true => K.det
  | true, false => K 0 0 - K.det
  | false, true => K 1 1 - K.det
  | false, false => (1 - K).det

/-- Mean occupation of the first site, summed over the state of the second. -/
def meanFirst {R : Type*} [CommRing R] (K : Matrix (Fin 2) (Fin 2) R) : R :=
  ∑ b, weight K true b

/-- Mean occupation of the second site, summed over the state of the first. -/
def meanSecond {R : Type*} [CommRing R] (K : Matrix (Fin 2) (Fin 2) R) : R :=
  ∑ a, weight K a true

/-- Joint occupation minus the product of the mean occupations. -/
def covariance {R : Type*} [CommRing R] (K : Matrix (Fin 2) (Fin 2) R) : R :=
  weight K true true - meanFirst K * meanSecond K

/-- The determinant of `1 - K` in terms of the diagonal entries and determinant of `K`. -/
theorem det_one_sub {R : Type*} [CommRing R] (K : Matrix (Fin 2) (Fin 2) R) :
    (1 - K).det = 1 - K 0 0 - K 1 1 + K.det := by
  simp [Matrix.det_fin_two]
  ring

/-- The covariance of the two occupations is minus the product of the off-diagonal
entries of the kernel. -/
theorem covariance_eq {R : Type*} [CommRing R] (K : Matrix (Fin 2) (Fin 2) R) :
    covariance K = -(K 0 1 * K 1 0) := by
  simp only [covariance, meanFirst, meanSecond, Fintype.sum_bool, weight, Matrix.det_fin_two]
  ring

/-- If all weights of a real two-site kernel are nonnegative, the covariance of the
occupations is at most 1/4. -/
theorem covariance_le_quarter (K : Matrix (Fin 2) (Fin 2) ℝ)
    (hK : ∀ a b, 0 ≤ weight K a b) : covariance K ≤ 1 / 4 := by
  -- the covariance compares equal occupations with unequal ones
  have key : covariance K = weight K true true * weight K false false
      - weight K true false * weight K false true := by
    rw [covariance_eq]
    simp only [weight, det_one_sub, Matrix.det_fin_two]
    ring
  have hsum : weight K true true + weight K true false
      + weight K false true + weight K false false = 1 := by
    simp only [weight, det_one_sub]
    ring
  have ha := hK true true
  have hb := hK true false
  have hc := hK false true
  have hd := hK false false
  have hbc := mul_nonneg hb hc
  have hle : weight K true true + weight K false false ≤ 1 := by linarith
  have hsq : (weight K true true + weight K false false) ^ 2 ≤ 1 :=
    pow_le_one₀ (add_nonneg ha hd) hle
  rw [key]
  nlinarith [sq_nonneg (weight K true true - weight K false false)]

end

end NonHermitianAttraction
```

Compiling this gives:

```
Try this:
  [apply] ring_nf
  
  The `ring` tactic failed to close the goal. Use `ring_nf` to obtain a normal form.
    
  Note that `ring` works primarily in *commutative* rings. If you have a noncommutative ring, abelian group or module, consider using `noncomm_ring`, `abel` or `module` instead.
Main.lean:48:53: error: unsolved goals
K : Matrix (Fin 2) (Fin 2) ℝ
hK : ∀ (a b : Bool), 0 ≤ weight K a b
⊢ -(K 0 1 * K 1 0) =
    -(K 0 1 * K 1 0 * K 0 0) + K 0 1 * K 1 0 * K 0 0 * K 1 1 * 2 - K 0 1 * K 1 0 * K 1 1 -
                      K 0 1 * K 1 0 * (1 - K) 0 0 * (1 - K) 1 1 +
                    K 0 1 * K 1 0 * (1 - K) 0 1 * (1 - K) 1 0 -
                  K 0 1 ^ 2 * K 1 0 ^ 2 -
                K 0 0 * K 1 1 +
              K 0 0 * K 1 1 * (1 - K) 0 0 * (1 - K) 1 1 -
            K 0 0 * K 1 1 * (1 - K) 0 1 * (1 - K) 1 0 +
          K 0 0 * K 1 1 ^ 2 +
        K 0 0 ^ 2 * K 1 1 -
      K 0 0 ^ 2 * K 1 1 ^ 2
Main.lean:50:23: warning: This simp argument is unused:
  det_one_sub

Hint: Omit it from the simp argument list.
  [apply] simp only [weight, Matrix.det_fin_two]

Note: This linter can be disabled with `set_option linter.unusedSimpArgs false`
```

The repair, with which the file compiles:

```diff
@@ -48,5 +48,6 @@
       - weight K true false * weight K false true := by
     rw [covariance_eq]
-    simp only [weight, det_one_sub, Matrix.det_fin_two]
+    simp only [weight, det_one_sub]
+    simp only [Matrix.det_fin_two]
     ring
   have hsum : weight K true true + weight K true false
```

Diagnosis. The error is in the proof of `key`, the identity that rewrites the covariance in terms of the weights. `ring` could not close the goal, and its suggestion of `ring_nf` only offers a normal form.

Both `det_one_sub` and `Matrix.det_fin_two` can rewrite `(1 - K).det`. In the single `simp only` call the general expansion `Matrix.det_fin_two` was applied to it, so `det_one_sub` never was, as the linter warning says. This left entries such as `(1 - K) 0 0` in the goal. `ring` treats these as atoms unrelated to the entries of `K`, and without relations such as `(1 - K) 0 0 = 1 - K 0 0` it cannot prove the identity.

The repair splits the call in two. The first `simp only` has no general expansion to compete with `det_one_sub`, which turns `(1 - K).det` into `1 - K 0 0 - K 1 1 + K.det`. The second expands the remaining `K.det`. Only entries of `K` are left, and `ring` proves the identity. Following the linter's hint to omit `det_one_sub` would have removed the warning but not the error.
